# The Quadratic Limit of the Picture-Change Error for Block-Diagonal Matrices

Let $a$ be a Hermitian $m\times m$ matrix, $b$ any $n\times n$ matrix and $X$ an $n\times m$ matrix, all complex. A star denotes the adjoint, and $\langle u,v\rangle=\sum_i\overline{u_i}v_i$. Put

$$A=\begin{pmatrix}a&0\\0&b\end{pmatrix},\qquad K=\begin{pmatrix}0&-X^*\\X&0\end{pmatrix},\qquad \psi=\begin{pmatrix}\varphi\\0\end{pmatrix}.$$

Here $A$ is a property operator acting on upper and lower components, and $e^{tK}$, with $t$ real, turns the two-component state $\varphi$ into a four-component one. The picture-change error is the expectation value of $A$ in $e^{tK}\psi$ minus the value $\langle\varphi,a\varphi\rangle$ obtained with the untransformed operator. States need not be normalised; since $e^{tK}$ is unitary, for $\varphi\neq0$ the normalised error follows on division by $\langle\varphi,\varphi\rangle$.

## The error to second order

The claim is that, as $t\to0$ with $t\ne0$,

$$\frac{\langle e^{tK}\psi,Ae^{tK}\psi\rangle-\langle\varphi,a\varphi\rangle}{t^2}\longrightarrow\langle X\varphi,bX\varphi\rangle-\operatorname{Re}\langle\varphi,aX^*X\varphi\rangle .$$

Write $E=e^{tK}$ and $F=e^{-tK}$, so that $EF=FE=1$. Expanding the commutator gives

$$[F-1,[A,E-1]]=[F,AE-EA]=FAE+EAF-2A.$$

Since $(E-1)/t\to K$ and $(F-1)/t\to-K$, division by $t^2$ gives the limit

$$[-K,[A,K]]=[[A,K],K]=AK^2+K^2A-2KAK.$$

The upper-left block of $K^2$ is $-X^*X$ and that of $KAK$ is $-X^*bX$. The upper-left block of the limit is therefore $2X^*bX-aX^*X-X^*Xa$.

With $J=\mathrm{diag}(1,-1)$ we have $JKJ=-K$ and $JAJ=A$, hence $J(FAE)J=EAF$. Conjugation by $J$ leaves the upper-left block unchanged, so $FAE$ and $EAF$ share it, and each contributes half of the second difference:

$$\frac{(FAE)_{11}-a}{t^2}\longrightarrow X^*bX-\tfrac12(aX^*X+X^*Xa).$$

Finally $K^*=-K$ gives $E^*=F$, so $\langle E\psi,AE\psi\rangle=\langle\varphi,(FAE)_{11}\varphi\rangle$. As $a$ is Hermitian, $X^*Xa=(aX^*X)^*$, and the half-sum has expectation value $\operatorname{Re}\langle\varphi,aX^*X\varphi\rangle$.

For $m=n=1$, $\varphi=1$ and real $X=x$, the transformed state is $(\cos tx,\sin tx)$. The error is $(b-a)\sin^2(tx)$, and the limit $(b-a)x^2$ is visible directly. The same size shows why $a$ is restricted: for $a=i$, $b=0$, $x=1$ the quotient tends to $-i$, whereas the formula gives $0$. Normality of $a$ is thus not enough.

## Matrices, states and the rotation in Lean

The index types `m` and `n` label upper and lower components, and `m ⊕ n` labels both together.

```lean
import Mathlib

open Matrix Filter Topology

namespace PictureChange

noncomputable section

variable {m n : Type*} [Fintype m] [DecidableEq m] [Fintype n] [DecidableEq n]
```

The expectation value is complex, because $b$ may be non-Hermitian.

```lean
/-- The expectation value `⟨v, M v⟩` of a matrix `M` in the (unnormalised) state `v`. -/
def expect (M : Matrix m m ℂ) (v : m → ℂ) : ℂ := star v ⬝ᵥ (M *ᵥ v)
```

The rotation is the full matrix exponential, not a truncated series.

```lean
/-- The one-parameter group `exp(tK)` generated by the matrix `K`. -/
def rotation (K : Matrix m m ℂ) (t : ℝ) : Matrix m m ℂ := NormedSpace.exp (t • K)
```

The next three definitions are $A$, $K$ and $\psi$.

```lean
/-- The block-diagonal property operator `diag(a, b)` on upper and lower components. -/
def blockOperator (a : Matrix m m ℂ) (b : Matrix n n ℂ) : Matrix (m ⊕ n) (m ⊕ n) ℂ :=
  fromBlocks a 0 0 b

/-- The generator `[[0, -X*], [X, 0]]` that mixes upper and lower components. -/
def coupling (X : Matrix n m ℂ) : Matrix (m ⊕ n) (m ⊕ n) ℂ :=
  fromBlocks 0 (-Xᴴ) X 0

/-- The state `(φ, 0)` with no lower component. -/
def upper (φ : m → ℂ) : m ⊕ n → ℂ := Sum.elim φ 0
```

## From the exponential to the double commutator

The first limit is the derivative of the exponential at zero. `𝓝[≠] 0` means that $t$ approaches zero without equalling it.

```lean
/-- The difference quotient of `exp(tK)` at `t = 0` tends to the generator `K`. -/
theorem rotation_slope (K : Matrix m m ℂ) :
    Tendsto (fun t : ℝ => t⁻¹ • (rotation K t - 1)) (𝓝[≠] 0) (𝓝 K) := by
  let : NormedRing (Matrix m m ℂ) := Matrix.linftyOpNormedRing
  let : NormedAlgebra ℝ (Matrix m m ℂ) := Matrix.linftyOpNormedAlgebra
  have h := hasDerivAt_iff_tendsto_slope_zero.mp (hasDerivAt_exp_smul_const K (0 : ℝ))
  simp at h
  unfold rotation
  exact h
```

In the next proof `hinv` is $EF=1$ and `key` is the commutator identity. The limits of the two difference quotients are then multiplied.

```lean
/-- The symmetric second difference of the transformed operator `exp(-tK) A exp(tK)`,
divided by `t²`, tends to the double commutator `[[A, K], K]`. -/
theorem second_difference (A K : Matrix m m ℂ) :
    Tendsto (fun t : ℝ => (t ^ 2)⁻¹ • (rotation K (-t) * A * rotation K t
        + rotation K t * A * rotation K (-t) - (A + A)))
      (𝓝[≠] 0) (𝓝 ((A * K - K * A) * K - K * (A * K - K * A))) := by
  have hinv : ∀ t : ℝ, rotation K t * rotation K (-t) = 1 := by
    intro t
    have hc : Commute (t • K) ((-t) • K) :=
      ((Commute.refl K).smul_left t).smul_right (-t)
    unfold rotation
    rw [← Matrix.exp_add_of_commute _ _ hc, ← add_smul, add_neg_cancel, zero_smul,
      NormedSpace.exp_zero]
  have hneg : ∀ t : ℝ, rotation (-K) t = rotation K (-t) := by
    intro t
    simp [rotation]
  -- the second difference is the commutator of F - 1 with [A, E - 1]
  have key : ∀ t : ℝ, rotation K (-t) * A * rotation K t
      + rotation K t * A * rotation K (-t) - (A + A)
      = (rotation K (-t) - 1) * (A * (rotation K t - 1) - (rotation K t - 1) * A)
        - (A * (rotation K t - 1) - (rotation K t - 1) * A) * (rotation K (-t) - 1) := by
    intro t
    have h1 := hinv t
    have h2 := hinv (-t)
    rw [neg_neg] at h2
    generalize rotation K t = E at *
    generalize rotation K (-t) = F at *
    symm
    calc _ = F * A * E + E * A * F - (F * E) * A - A * (E * F) := by noncomm_ring
      _ = _ := by rw [h1, h2, one_mul, mul_one]; abel
  have hE := rotation_slope K
  have hF := rotation_slope (-K)
  simp only [hneg] at hF
  have hC := ((tendsto_const_nhds (x := A)).mul hE).sub
    (hE.mul (tendsto_const_nhds (x := A)))
  have h := (hF.mul hC).sub (hC.mul hF)
  have hl : -K * (A * K - K * A) - (A * K - K * A) * -K
      = (A * K - K * A) * K - K * (A * K - K * A) := by noncomm_ring
  rw [hl] at h
  refine h.congr fun t => ?_
  have ht : (t ^ 2)⁻¹ = t⁻¹ * t⁻¹ := by rw [sq, mul_inv]
  simp only [ht, key t, smul_mul_assoc, mul_smul_comm, ← smul_sub, smul_smul]
```

## The effective operator on upper components

Anti-Hermiticity of $K$ gives $E^*=F$.

```lean
/-- The adjoint of the rotation generated by the coupling is the rotation by the
opposite parameter. -/
theorem rotation_conjTranspose (X : Matrix n m ℂ) (t : ℝ) :
    (rotation (coupling X) t)ᴴ = rotation (coupling X) (-t) := by
  have hK : (coupling X)ᴴ = -coupling X := by
    simp [coupling, fromBlocks_conjTranspose, fromBlocks_neg]
  unfold rotation
  rw [← Matrix.exp_conjTranspose, conjTranspose_smul, hK, star_trivial, smul_neg, neg_smul]
```

The parity argument uses $J$ as above: `hR` reverses the rotation, and `hblock` says that the upper block is unaffected.

```lean
/-- The upper block of the transformed block-diagonal operator is even in `t`. -/
theorem upper_block_even (a : Matrix m m ℂ) (b : Matrix n n ℂ) (X : Matrix n m ℂ) (t : ℝ) :
    (rotation (coupling X) t * blockOperator a b * rotation (coupling X) (-t)).toBlocks₁₁
      = (rotation (coupling X) (-t) * blockOperator a b
          * rotation (coupling X) t).toBlocks₁₁ := by
  -- J changes the sign of the lower component
  obtain ⟨J, hJdef⟩ : ∃ J : Matrix (m ⊕ n) (m ⊕ n) ℂ, J = fromBlocks 1 0 0 (-1) := ⟨_, rfl⟩
  have hJ : J * J = 1 := by simp [hJdef, fromBlocks_multiply]
  have hK : J * coupling X * J = -coupling X := by
    simp [hJdef, coupling, fromBlocks_multiply, fromBlocks_neg]
  have hA : J * blockOperator a b * J = blockOperator a b := by
    simp [hJdef, blockOperator, fromBlocks_multiply]
  have hR : ∀ s : ℝ, J * rotation (coupling X) s * J = rotation (coupling X) (-s) := by
    intro s
    have h := Matrix.exp_conj J (s • coupling X) ⟨⟨J, J, hJ, hJ⟩, rfl⟩
    rw [Matrix.inv_eq_right_inv hJ, mul_smul_comm, smul_mul_assoc, hK, smul_neg,
      ← neg_smul] at h
    exact h.symm
  have hblock : ∀ M : Matrix (m ⊕ n) (m ⊕ n) ℂ, (J * M * J).toBlocks₁₁ = M.toBlocks₁₁ := by
    intro M
    rw [← fromBlocks_toBlocks M]
    simp [hJdef, fromBlocks_multiply]
  rw [← hblock (rotation (coupling X) (-t) * _ * _)]
  congr 1
  have h1 := hR (-t)
  have h2 := hR t
  rw [neg_neg] at h1
  generalize rotation (coupling X) (-t) = F at *
  calc rotation (coupling X) t * blockOperator a b * F
      = (J * F * J) * (J * blockOperator a b * J) * (J * rotation (coupling X) t * J) := by
        rw [h1, hA, h2]
    _ = J * F * (J * J) * blockOperator a b * (J * J) * rotation (coupling X) t * J := by
        noncomm_ring
    _ = _ := by rw [hJ]; noncomm_ring
```

Taking the upper block is continuous, so it passes through the limit. `hv` evaluates the blocks, and `upper_block_even` merges the two halves.

```lean
/-- The change of the upper block under the transformation, divided by `t²`, tends to the
second-order coefficient `X* b X - (a X* X + X* X a)/2`. -/
theorem effective_operator_limit (a : Matrix m m ℂ) (b : Matrix n n ℂ) (X : Matrix n m ℂ) :
    Tendsto (fun t : ℝ => (t ^ 2)⁻¹ • ((rotation (coupling X) (-t) * blockOperator a b
        * rotation (coupling X) t).toBlocks₁₁ - a)) (𝓝[≠] 0)
      (𝓝 (Xᴴ * b * X - (1 / 2 : ℝ) • (a * (Xᴴ * X) + Xᴴ * X * a))) := by
  have hc : Continuous fun M : Matrix (m ⊕ n) (m ⊕ n) ℂ => M.toBlocks₁₁ :=
    continuous_matrix fun i j => continuous_id.matrix_elem (Sum.inl i) (Sum.inl j)
  have h := ((hc.tendsto _).comp
    (second_difference (blockOperator a b) (coupling X))).const_smul (1 / 2 : ℝ)
  -- the upper block of the double commutator
  have hl : ∀ A K : Matrix (m ⊕ n) (m ⊕ n) ℂ, (A * K - K * A) * K - K * (A * K - K * A)
      = A * (K * K) + K * K * A + -(K * A * K + K * A * K) := by
    intro A K
    noncomm_ring
  have hv : (1 / 2 : ℝ) • (blockOperator a b * (coupling X * coupling X)
      + coupling X * coupling X * blockOperator a b
      + -(coupling X * blockOperator a b * coupling X
        + coupling X * blockOperator a b * coupling X)).toBlocks₁₁
      = Xᴴ * b * X - (1 / 2 : ℝ) • (a * (Xᴴ * X) + Xᴴ * X * a) := by
    simp only [blockOperator, coupling, fromBlocks_multiply, fromBlocks_add, fromBlocks_neg,
      toBlocks_fromBlocks₁₁, Matrix.mul_zero, Matrix.zero_mul, Matrix.mul_neg,
      Matrix.neg_mul, add_zero, zero_add, neg_zero, Matrix.mul_assoc]
    module
  rw [hl, hv] at h
  refine h.congr fun t => ?_
  change (1 / 2 : ℝ) • ((t ^ 2)⁻¹ • ((rotation (coupling X) (-t) * blockOperator a b
      * rotation (coupling X) t).toBlocks₁₁ + (rotation (coupling X) t * blockOperator a b
      * rotation (coupling X) (-t)).toBlocks₁₁ - (a + a))) = _
  rw [upper_block_even]
  module
```

## Expectation values

Moving the transformation from the state to the operator is a separate lemma, valid for any rectangular `U`.

```lean
omit [DecidableEq m] [DecidableEq n] in
/-- The expectation value of `M` in the transformed state `U v` is that of `U* M U` in `v`. -/
theorem expect_transform (M : Matrix n n ℂ) (U : Matrix n m ℂ) (v : m → ℂ) :
    expect M (U *ᵥ v) = expect (Uᴴ * M * U) v := by
  unfold expect
  rw [star_mulVec, ← dotProduct_mulVec]
  simp only [mulVec_mulVec, Matrix.mul_assoc]
```

The main theorem takes the expectation value of the limit found in `effective_operator_limit`. The hypothesis `ha` enters only in `hG`, which identifies $X^*Xa$ as an adjoint.

```lean
/-- For Hermitian `a`, the picture-change error of the state `(φ, 0)`, divided by `t²`,
tends to `⟨Xφ, b Xφ⟩ - Re ⟨φ, a X* X φ⟩` as `t` tends to zero. -/
theorem picture_change_error (a : Matrix m m ℂ) (ha : a.IsHermitian) (b : Matrix n n ℂ)
    (X : Matrix n m ℂ) (φ : m → ℂ) :
    Tendsto (fun t : ℝ => (t ^ 2)⁻¹ •
        (expect (blockOperator a b) (rotation (coupling X) t *ᵥ upper φ) - expect a φ))
      (𝓝[≠] 0) (𝓝 (expect b (X *ᵥ φ) - ((expect (a * (Xᴴ * X)) φ).re : ℂ))) := by
  have hc : Continuous fun M : Matrix m m ℂ => expect M φ := by
    change Continuous fun M : Matrix m m ℂ => ∑ i, star φ i * ∑ j, M i j * φ j
    exact continuous_finsetSum _ fun i _ => continuous_const.mul
      (continuous_finsetSum _ fun j _ => (continuous_id.matrix_elem i j).mul continuous_const)
  have h := (hc.tendsto _).comp (effective_operator_limit a b X)
  -- Hermiticity of a turns the anticommutator into a real part
  have hG : Xᴴ * X * a = (a * (Xᴴ * X))ᴴ := by
    rw [conjTranspose_mul, conjTranspose_mul, conjTranspose_conjTranspose, ha.eq]
  have hstar : ∀ Q : Matrix m m ℂ, expect Qᴴ φ = star (expect Q φ) := by
    intro Q
    unfold expect
    rw [← Matrix.star_dotProduct, star_mulVec, ← dotProduct_mulVec]
  have hv : expect (Xᴴ * b * X - (1 / 2 : ℝ) • (a * (Xᴴ * X) + Xᴴ * X * a)) φ
      = expect b (X *ᵥ φ) - ((expect (a * (Xᴴ * X)) φ).re : ℂ) := by
    have h1 : expect (Xᴴ * b * X - (1 / 2 : ℝ) • (a * (Xᴴ * X) + (a * (Xᴴ * X))ᴴ)) φ
        = expect (Xᴴ * b * X) φ
          - (1 / 2 : ℝ) • (expect (a * (Xᴴ * X)) φ + expect (a * (Xᴴ * X))ᴴ φ) := by
      simp only [expect, sub_mulVec, add_mulVec, smul_mulVec, dotProduct_sub,
        dotProduct_add, dotProduct_smul]
    rw [hG, h1, hstar, expect_transform]
    generalize expect (a * (Xᴴ * X)) φ = z
    congr 1
    apply Complex.ext <;> simp
    ring
  rw [hv] at h
  refine h.congr fun t => ?_
  have hu : ∀ M : Matrix (m ⊕ n) (m ⊕ n) ℂ, expect M (upper φ) = expect M.toBlocks₁₁ φ := by
    intro M
    simp [expect, upper, dotProduct, mulVec, Fintype.sum_sum_type, toBlocks₁₁]
  rw [expect_transform, rotation_conjTranspose, hu]
  simp only [Function.comp_apply, expect, smul_mulVec, sub_mulVec, dotProduct_smul,
    dotProduct_sub]
```

Substituting $t=1/c$ gives the nonrelativistic form. For two-component relativistic calculations it says that using the untransformed operator costs an error of at most order $c^{-2}$, in a finite matrix model where $a$, $b$, $X$ and the state $\varphi$ do not depend on $c$ and the operator does not couple upper to lower components. The theorem takes $X$ as given and does not derive it from a Dirac Hamiltonian.

```lean
/-- With `t = 1/c` and Hermitian `a`, the picture-change error multiplied by `c²` has the
limit `⟨Xφ, b Xφ⟩ - Re ⟨φ, a X* X φ⟩` as the speed of light `c` tends to infinity. -/
theorem nonrelativistic_limit (a : Matrix m m ℂ) (ha : a.IsHermitian) (b : Matrix n n ℂ)
    (X : Matrix n m ℂ) (φ : m → ℂ) :
    Tendsto (fun c : ℝ => c ^ 2 •
        (expect (blockOperator a b) (rotation (coupling X) c⁻¹ *ᵥ upper φ) - expect a φ))
      atTop (𝓝 (expect b (X *ᵥ φ) - ((expect (a * (Xᴴ * X)) φ).re : ℂ))) := by
  have hc : Tendsto (fun c : ℝ => c⁻¹) atTop (𝓝[≠] 0) :=
    tendsto_nhdsWithin_iff.mpr ⟨tendsto_inv_atTop_zero,
      (eventually_gt_atTop 0).mono fun c hc => inv_ne_zero (ne_of_gt hc)⟩
  refine ((picture_change_error a ha b X φ).comp hc).congr fun c => ?_
  simp only [Function.comp_apply, inv_pow, inv_inv]
```

For scalar blocks, $a=\alpha 1$ and $b=\beta 1$ with real numbers $\alpha$ and $\beta$, the limit of the error divided by $t^2$ is $(\beta-\alpha)\lVert X\varphi\rVert^2$. It is nonzero when $\alpha\ne\beta$ and $X\varphi\ne0$, and the error is then of exactly second order.

```lean
/-- If the operator is the real number `α` on upper and `β` on lower components, the
picture-change error divided by `t²` tends to `(β - α) ⟨Xφ, Xφ⟩`. -/
theorem scalar_blocks (α β : ℝ) (X : Matrix n m ℂ) (φ : m → ℂ) :
    Tendsto (fun t : ℝ => (t ^ 2)⁻¹ •
        (expect (blockOperator ((α : ℂ) • 1) ((β : ℂ) • 1))
          (rotation (coupling X) t *ᵥ upper φ) - expect ((α : ℂ) • 1) φ))
      (𝓝[≠] 0) (𝓝 (((β : ℂ) - α) * (star (X *ᵥ φ) ⬝ᵥ (X *ᵥ φ)))) := by
  have ha : ((α : ℂ) • (1 : Matrix m m ℂ)).IsHermitian := by
    simp [Matrix.IsHermitian, conjTranspose_smul]
  have h := picture_change_error _ ha ((β : ℂ) • (1 : Matrix n n ℂ)) X φ
  have hN : ((star (X *ᵥ φ) ⬝ᵥ (X *ᵥ φ)).re : ℂ) = star (X *ᵥ φ) ⬝ᵥ (X *ᵥ φ) :=
    Complex.conj_eq_iff_re.mp (Matrix.star_dotProduct _ _).symm
  have h1 : expect ((β : ℂ) • (1 : Matrix n n ℂ)) (X *ᵥ φ)
      = β * (star (X *ᵥ φ) ⬝ᵥ (X *ᵥ φ)) := by
    simp only [expect, smul_mulVec, one_mulVec, dotProduct_smul, smul_eq_mul]
  have h2 : expect ((α : ℂ) • (1 : Matrix m m ℂ) * (Xᴴ * X)) φ
      = α * (star (X *ᵥ φ) ⬝ᵥ (X *ᵥ φ)) := by
    rw [star_mulVec, ← dotProduct_mulVec, mulVec_mulVec]
    simp only [expect, smul_mul_assoc, one_mul, smul_mulVec, dotProduct_smul, smul_eq_mul]
  rw [h1, h2, Complex.re_ofReal_mul, Complex.ofReal_mul, hN, ← sub_mul] at h
  exact h

end

end PictureChange
```

```lean
#print axioms PictureChange.picture_change_error
#print axioms PictureChange.nonrelativistic_limit
#print axioms PictureChange.scalar_blocks
```

```
'PictureChange.picture_change_error' depends on axioms: [propext, Classical.choice, Quot.sound]
'PictureChange.nonrelativistic_limit' depends on axioms: [propext, Classical.choice, Quot.sound]
'PictureChange.scalar_blocks' depends on axioms: [propext, Classical.choice, Quot.sound]
```
